# In one variable, linear mixing with α > 0 is repelled from a fixed point of negative dielectric value

Let \(g:\mathbb R\to\mathbb R\) be differentiable at a fixed point \(x^*\), and suppose that \(\lambda = 1-g'(x^*)\) is negative. Then for every mixing parameter \(\alpha>0\) the linearly mixed map has slope \(1+\alpha|\lambda|>1\) at \(x^*\). Moreover, there is a \(\delta>0\), the same for all \(\alpha>0\), such that every orbit starting at a point other than \(x^*\) has an iterate at distance at least \(\delta\) from \(x^*\).

## A self-consistency cycle with one variable

The map \(g\) stands for one SCF cycle: it takes an input \(x\), such as a single density parameter, to the output computed from it. A self-consistent solution is a fixed point, \(g(x^*)=x^*\). Linear mixing adds a fraction of the residual to the old input,
\[
F_\alpha(x)=x+\alpha\,(g(x)-x),\qquad x_{n+1}=F_\alpha(x_n).
\]

The number \(\lambda\) is the one-variable form of the dielectric operator. The condition \(\lambda<0\) means \(g'(x^*)>1\): a small change of the input comes back enlarged and with the same sign, so the perturbation reinforces itself. In this one-variable model, reducing \(\alpha\) while keeping it positive weakens the repulsion from such a solution but does not make the solution attracting.

## Error growth near the fixed point

**Slope.** Differentiating at \(x^*\) gives
\[
F_\alpha'(x^*)=1+\alpha\,(g'(x^*)-1)=1-\alpha\lambda,
\]
which equals \(1+\alpha|\lambda|\) when \(\lambda<0\).

**One step.** Write \(e=x-x^*\) and \(g(x)-x^*=g'(x^*)\,e+r(x)\). Differentiability at \(x^*\) provides a \(\delta>0\) with \(|r(x)|\le\tfrac{|\lambda|}{2}|e|\) whenever \(|e|<\delta\). This \(\delta\) is chosen for \(g\) alone, so it does not depend on \(\alpha\). Since \(g'(x^*)-1=|\lambda|\),
\[
F_\alpha(x)-x^*=(1+\alpha|\lambda|)\,e+\alpha\,r(x),
\]
and therefore
\[
|F_\alpha(x)-x^*|\ \ge\ (1+\alpha|\lambda|)|e|-\alpha\tfrac{|\lambda|}{2}|e|\ =\ q\,|e|,\qquad q=1+\alpha\tfrac{|\lambda|}{2}>1.
\]

**Escape.** Suppose that \(x_0\ne x^*\) and that \(|x_n-x^*|<\delta\) for all \(n\). Applying the one-step bound repeatedly gives \(q^n|x_0-x^*|\le|x_n-x^*|<\delta\) for all \(n\). The left side is unbounded, which is a contradiction.

## When an orbit converges

**Negative \(\lambda\), positive \(\alpha\).** An orbit converges to \(x^*\) exactly when some iterate equals \(x^*\). If it converges, then from some step \(N\) on it stays within \(\delta\). If \(x_N\ne x^*\), the escape result applied to the orbit restarted at \(x_N\) contradicts this. Conversely, an orbit that reaches \(x^*\) stays there. Such a hit is possible because an orbit that has left the neighbourhood may later jump back onto \(x^*\).

**The stable range.** Suppose instead that \(0<\alpha\lambda<2\), and put \(m=1-\alpha\lambda\), so \(|m|<1\). Linearise \(F_\alpha\) with a remainder of at most \(\tfrac{1-|m|}{2}|e|\) for \(|e|<\delta\), where \(\delta\) may now depend on \(\alpha\). Then
\[
|F_\alpha(x)-x^*|\le\Bigl(|m|+\tfrac{1-|m|}{2}\Bigr)|e|=\tfrac{1+|m|}{2}|e|.
\]
The factor is below 1, so an orbit starting within \(\delta\) remains there and its error tends to zero. For \(\lambda>0\) this range is \(0<\alpha<2/\lambda\). For \(\lambda<0\) it is \(2/\lambda<\alpha<0\), so in this one-variable model a negative mixing parameter of suitable size makes the solution attracting. With several variables this fails as soon as the dielectric operator also has a positive eigenvalue \(\mu\), because the linearised mixed map then has the eigenvalue \(1-\alpha\mu>1\) for every \(\alpha<0\).

## The statement in Lean

The update \(F_\alpha\) is `mix g α`, the point \(x^*\) is `xs`, and \(\lambda\) is `dielectric g xs`. The iterate \(x_n\) is `(mix g α)^[n] x₀`, with \(n=0\) giving the starting point.

The main theorem, `linear_mixing_escapes`, has three hypotheses: `hg` (differentiability at `xs`), `hfix` (`xs` is a fixed point) and `hneg` (negative dielectric value). Nothing is required of \(g\) away from `xs`, not even continuity. The existence of the fixed point is assumed, not derived.

The conclusion is a conjunction. The first part gives the slope for each `α > 0`. In the second, `∃ δ > 0` stands before `∀ α > 0`, which expresses that one radius serves all mixing parameters. An orbit "leaves" if `δ ≤ |(mix g α)^[n] x₀ - xs|` for some `n`; a start already at that distance satisfies this with \(n=0\). The theorem does not say how many steps the escape takes or where the orbit goes afterwards.

The model has one real variable and a fixed \(\alpha\) throughout the orbit. With several variables, an orbit may approach the fixed point along a contracting direction even when another direction is unstable, so the claim about every starting point is tied to the single variable.

```lean
import Mathlib

open Filter Topology

namespace LinearMixingInstability

noncomputable section

/-- Linear mixing: the new input is the old input `x` plus the fraction `α` of the
residual `g x - x`. -/
def mix (g : ℝ → ℝ) (α x : ℝ) : ℝ := x + α * (g x - x)

/-- The dielectric value `1 - g'(xs)` of an SCF map `g` that is differentiable at `xs`. -/
def dielectric (g : ℝ → ℝ) (xs : ℝ) : ℝ := 1 - deriv g xs

/-- If the SCF map is differentiable at `xs`, the mixed map has slope `1 - α * lambda` there,
where `lambda` is the dielectric value. -/
theorem mix_hasDerivAt {g : ℝ → ℝ} {xs : ℝ} (hg : DifferentiableAt ℝ g xs) (α : ℝ) :
    HasDerivAt (mix g α) (1 - α * dielectric g xs) xs := by
  have h : HasDerivAt (mix g α) (1 + α * (deriv g xs - 1)) xs :=
    (hasDerivAt_id' xs).fun_add
      ((hg.hasDerivAt.fun_sub (hasDerivAt_id' xs)).const_mul α)
  exact h.congr_deriv (by unfold dielectric; ring)

/-- Near a fixed point at which a map has slope `m`, the error after one step is `m` times the
old error, up to an arbitrarily small fraction `ε` of the old error. -/
theorem error_linearisation {f : ℝ → ℝ} {xs m ε : ℝ} (hf : HasDerivAt f m xs)
    (hfix : f xs = xs) (hε : 0 < ε) :
    ∃ δ > 0, ∀ x, |x - xs| < δ → |f x - xs - (x - xs) * m| ≤ ε * |x - xs| := by
  obtain ⟨δ, hδ, h⟩ :=
    Metric.eventually_nhds_iff.mp ((hasDerivAt_iff_isLittleO.mp hf).def hε)
  refine ⟨δ, hδ, fun x hx => ?_⟩
  have hx' := h (show dist x xs < δ by rwa [Real.dist_eq])
  simp only [smul_eq_mul, hfix, Real.norm_eq_abs] at hx'
  exact hx'

/-- For a negative dielectric value at a fixed point, there is a neighbourhood, the same for all
`α > 0`, in which each mixing step multiplies the error by at least `1 + α * |lambda| / 2`. -/
theorem error_growth {g : ℝ → ℝ} {xs : ℝ} (hg : DifferentiableAt ℝ g xs)
    (hfix : g xs = xs) (hneg : dielectric g xs < 0) :
    ∃ δ > 0, ∀ α > 0, ∀ x, |x - xs| < δ →
      (1 + α * (|dielectric g xs| / 2)) * |x - xs| ≤ |mix g α x - xs| := by
  have hpos : 0 < |dielectric g xs| := abs_pos.mpr hneg.ne
  obtain ⟨δ, hδ, h⟩ := error_linearisation hg.hasDerivAt hfix (half_pos hpos)
  refine ⟨δ, hδ, fun α hα x hx => ?_⟩
  have hL : |dielectric g xs| = deriv g xs - 1 := by
    rw [abs_of_neg hneg]; unfold dielectric; ring
  -- the linear part is the new error minus the nonlinear remainder
  have e : (mix g α x - xs) - α * (g x - xs - (x - xs) * deriv g xs)
      = (1 + α * |dielectric g xs|) * (x - xs) := by
    rw [hL]; unfold mix; ring
  have t := norm_sub_le (mix g α x - xs) (α * (g x - xs - (x - xs) * deriv g xs))
  have hq : 0 < 1 + α * |dielectric g xs| := by positivity
  rw [e, norm_mul, norm_mul] at t
  simp only [Real.norm_eq_abs] at t
  rw [abs_of_pos hq, abs_of_pos hα] at t
  have r := mul_le_mul_of_nonneg_left (h x hx) hα.le
  nlinarith [t, r]

/-- Let the SCF map be differentiable at a fixed point with negative dielectric value `lambda`.
For every `α > 0` the mixed map has slope `1 + α * |lambda|` there, and one `δ > 0` serves all
`α > 0`: every orbit starting off the fixed point has an iterate at distance at least `δ`. -/
theorem linear_mixing_escapes {g : ℝ → ℝ} {xs : ℝ} (hg : DifferentiableAt ℝ g xs)
    (hfix : g xs = xs) (hneg : dielectric g xs < 0) :
    (∀ α > 0, HasDerivAt (mix g α) (1 + α * |dielectric g xs|) xs) ∧
    ∃ δ > 0, ∀ α > 0, ∀ x₀, x₀ ≠ xs → ∃ n : ℕ, δ ≤ |(mix g α)^[n] x₀ - xs| := by
  refine ⟨fun α _ => (mix_hasDerivAt hg α).congr_deriv
    (by rw [abs_of_neg hneg]; ring), ?_⟩
  obtain ⟨δ, hδ, h⟩ := error_growth hg hfix hneg
  refine ⟨δ, hδ, fun α hα x₀ hx₀ => ?_⟩
  by_contra hcon
  have hin : ∀ n : ℕ, |(mix g α)^[n] x₀ - xs| < δ :=
    fun n => lt_of_not_ge fun hn => hcon ⟨n, hn⟩
  have hpos : 0 < α * (|dielectric g xs| / 2) :=
    mul_pos hα (half_pos (abs_pos.mpr hneg.ne))
  have hd : 0 < |x₀ - xs| := abs_pos.mpr (sub_ne_zero.mpr hx₀)
  -- an orbit confined to the neighbourhood has a geometrically growing error
  have hgrow : ∀ n : ℕ, (1 + α * (|dielectric g xs| / 2)) ^ n * |x₀ - xs|
      ≤ |(mix g α)^[n] x₀ - xs| := by
    intro n
    induction n with
    | zero => simp
    | succ n ih =>
      rw [Function.iterate_succ_apply', pow_succ', mul_assoc]
      exact (mul_le_mul_of_nonneg_left ih (by linarith)).trans (h α hα _ (hin n))
  obtain ⟨n, hn⟩ := pow_unbounded_of_one_lt (δ / |x₀ - xs|)
    (show 1 < 1 + α * (|dielectric g xs| / 2) by linarith)
  rw [div_lt_iff₀ hd] at hn
  linarith [hgrow n, hin n]

/-- At a fixed point with negative dielectric value, an orbit of linear mixing with `α > 0`
converges to the fixed point exactly when one of its iterates equals the fixed point. -/
theorem converges_iff_hits {g : ℝ → ℝ} {xs α : ℝ} (hg : DifferentiableAt ℝ g xs)
    (hfix : g xs = xs) (hneg : dielectric g xs < 0) (hα : 0 < α) (x₀ : ℝ) :
    Tendsto (fun n : ℕ => (mix g α)^[n] x₀) atTop (𝓝 xs) ↔
      ∃ n : ℕ, (mix g α)^[n] x₀ = xs := by
  constructor
  · intro ht
    by_contra hcon
    obtain ⟨δ, hδ, h⟩ := (linear_mixing_escapes hg hfix hneg).2
    obtain ⟨N, hN⟩ := Metric.tendsto_atTop.mp ht δ hδ
    -- restart the orbit at step N, from which it should stay close
    obtain ⟨n, hn⟩ := h α hα ((mix g α)^[N] x₀) (fun hx => hcon ⟨N, hx⟩)
    have hc := hN (n + N) (Nat.le_add_left N n)
    rw [Real.dist_eq, Function.iterate_add_apply] at hc
    linarith
  · rintro ⟨N, hN⟩
    have hF : mix g α xs = xs := by simp [mix, hfix]
    refine tendsto_const_nhds.congr' ?_
    filter_upwards [eventually_ge_atTop N] with n hn
    rw [← Nat.sub_add_cancel hn, Function.iterate_add_apply, hN,
      Function.iterate_fixed hF]

/-- Let the SCF map be differentiable at a fixed point. If the product of the mixing parameter and
the dielectric value there lies strictly between 0 and 2, every orbit of linear mixing that starts
close enough to the fixed point converges to it. -/
theorem converges_of_stable {g : ℝ → ℝ} {xs α : ℝ} (hg : DifferentiableAt ℝ g xs)
    (hfix : g xs = xs) (h0 : 0 < α * dielectric g xs) (h2 : α * dielectric g xs < 2) :
    ∃ δ > 0, ∀ x₀, |x₀ - xs| < δ →
      Tendsto (fun n : ℕ => (mix g α)^[n] x₀) atTop (𝓝 xs) := by
  have hF : mix g α xs = xs := by simp [mix, hfix]
  have hder := mix_hasDerivAt hg α
  have hm : |1 - α * dielectric g xs| < 1 := abs_lt.mpr ⟨by linarith, by linarith⟩
  generalize 1 - α * dielectric g xs = m at hder hm
  obtain ⟨δ, hδ, h⟩ := error_linearisation hder hF
    (show 0 < (1 - |m|) / 2 by linarith)
  have hq0 : 0 ≤ (1 + |m|) / 2 := by positivity
  have hq1 : (1 + |m|) / 2 < 1 := by linarith
  -- one step contracts the error by the factor (1 + |m|) / 2
  have hstep : ∀ x, |x - xs| < δ → |mix g α x - xs| ≤ (1 + |m|) / 2 * |x - xs| := by
    intro x hx
    have t := norm_add_le (mix g α x - xs - (x - xs) * m) ((x - xs) * m)
    rw [sub_add_cancel, norm_mul] at t
    simp only [Real.norm_eq_abs] at t
    nlinarith [t, h x hx]
  refine ⟨δ, hδ, fun x₀ hx₀ => ?_⟩
  have hb : ∀ n : ℕ, |(mix g α)^[n] x₀ - xs| ≤ ((1 + |m|) / 2) ^ n * |x₀ - xs| := by
    intro n
    induction n with
    | zero => simp
    | succ n ih =>
      have hle := mul_le_mul_of_nonneg_right
        (pow_le_one₀ (n := n) hq0 hq1.le) (abs_nonneg (x₀ - xs))
      rw [Function.iterate_succ_apply', pow_succ', mul_assoc]
      exact (hstep _ (by linarith)).trans (mul_le_mul_of_nonneg_left ih hq0)
  rw [tendsto_iff_dist_tendsto_zero]
  have hlim : Tendsto (fun n : ℕ => ((1 + |m|) / 2) ^ n * |x₀ - xs|) atTop (𝓝 0) := by
    simpa using (tendsto_pow_atTop_nhds_zero_of_lt_one hq0 hq1).mul_const |x₀ - xs|
  exact squeeze_zero (fun n => dist_nonneg)
    (fun n => (Real.dist_eq _ _).trans_le (hb n)) hlim

end

end LinearMixingInstability
```

```lean
#print axioms LinearMixingInstability.linear_mixing_escapes
#print axioms LinearMixingInstability.converges_iff_hits
#print axioms LinearMixingInstability.converges_of_stable
```

```
'LinearMixingInstability.linear_mixing_escapes' depends on axioms: [propext, Classical.choice, Quot.sound]
'LinearMixingInstability.converges_iff_hits' depends on axioms: [propext, Classical.choice, Quot.sound]
'LinearMixingInstability.converges_of_stable' depends on axioms: [propext, Classical.choice, Quot.sound]
```

## From the linearisation to the orbit

`mix_hasDerivAt` assembles the slope \(1-\alpha\lambda\) from the rules for sums and constant multiples.

`error_linearisation` is the remainder estimate. It rewrites the derivative as a little-o statement and extracts a radius for the given `ε`. It is stated for a general map `f`, because it is applied to \(g\) in the unstable case and to the mixed map in the stable one.

`error_growth` is the one-step bound. The equation `e` in its proof is the decomposition of \(F_\alpha(x)-x^*\) above, with the remainder moved to the left side. The triangle inequality `norm_sub_le` and the remainder estimate are then combined by `nlinarith`.

In `linear_mixing_escapes`, `by_contra` supposes that no iterate leaves, which yields `hin`. The induction `hgrow` proves \(q^n|x_0-x^*|\le|x_n-x^*|\), and `pow_unbounded_of_one_lt` supplies an \(n\) for which \(q^n\) exceeds \(\delta/|x_0-x^*|\).

`converges_iff_hits` restarts the orbit at step `N` by means of `Function.iterate_add_apply`, which splits \(n+N\) iterations into \(N\) followed by \(n\).

In `converges_of_stable`, `hstep` is the contraction of one step. The induction `hb` gives the geometric bound and uses it at each stage to see that the iterate is still within `δ`. Finally, `squeeze_zero` places the error between zero and a geometric sequence that tends to zero.
